# Population of the instantaneous upper level for an explicit spinor in a rotating field

The declaration `upperPopulation_eq` concerns a two-level system with Hamiltonian H(t) = (w/2) σ_z + g (cos(wt) σ_x + sin(wt) σ_y), where w, g and t are real, and the explicit spinor ψ(t) = (exp(-iwt/2) cos(gt), -i exp(iwt/2) sin(gt)). It states that the real part of ⟨ψ, Pψ⟩, with P = (1 + 2H/gap)/2 and gap = √(w² + 4g²), equals (1 + w cos(2gt)/gap)/2. When the gap is nonzero, P projects on the instantaneous upper level and this number is that level's population; when w = g = 0, Lean's division by zero gives 0 and both sides are 1/2. The attempt writes out the conjugate spinor, shows that ψ has norm one and mean energy (w/2) cos(2gt), and puts these two values into the expression for P.

An attempt in Lean 4 with a fault in it:

```lean
import Mathlib

open Matrix
open scoped Matrix.Norms.L2Operator

namespace AdiabaticResonance

noncomputable section

/-- The spin operator `x σ_x + y σ_y + z σ_z` of a real vector `(x, y, z)`. -/
def spin (x y z : ℝ) : Matrix (Fin 2) (Fin 2) ℂ :=
  !![(z : ℂ), x - y * Complex.I; x + y * Complex.I, -(z : ℂ)]

/-- The Hamiltonian `(w/2) σ_z + g (cos(wt) σ_x + sin(wt) σ_y)`. -/
def ham (w g t : ℝ) : Matrix (Fin 2) (Fin 2) ℂ :=
  spin (g * Real.cos (w * t)) (g * Real.sin (w * t)) (w / 2)

/-- The level splitting `√(w² + 4g²)`. -/
def gap (w g : ℝ) : ℝ := √(w ^ 2 + 4 * g ^ 2)

/-- The operator `(1 + 2H/gap)/2`; when the gap is nonzero it projects on the instantaneous upper
level. -/
def upper (w g t : ℝ) : Matrix (Fin 2) (Fin 2) ℂ :=
  (1 / 2 : ℂ) • (1 + (2 / (gap w g : ℂ)) • ham w g t)

/-- The spinor `(exp(-iwt/2) cos(gt), -i exp(iwt/2) sin(gt))`. -/
def state (w g t : ℝ) : Fin 2 → ℂ :=
  ![Complex.exp (-(Complex.I * w / 2) * t) * Complex.cos (g * t),
    -Complex.I * (Complex.exp (Complex.I * w / 2 * t) * Complex.sin (g * t))]

/-- The population `⟨ψ, P ψ⟩` of the instantaneous upper level in the spinor `state`. -/
def upperPopulation (w g t : ℝ) : ℝ :=
  (star (state w g t) ⬝ᵥ (upper w g t *ᵥ state w g t)).re

/-- The Hamiltonian with its off-diagonal elements written as rotating phases. -/
theorem ham_eq (w g t : ℝ) : ham w g t =
    !![(w : ℂ) / 2, g * Complex.exp (-(Complex.I * w / 2) * t) ^ 2;
      g * Complex.exp (Complex.I * w / 2 * t) ^ 2, -((w : ℂ) / 2)] := by
  have he : Complex.exp (-(Complex.I * w / 2) * t) ^ 2 =
      Complex.cos (w * t) - Complex.sin (w * t) * Complex.I := by
    rw [← Complex.exp_nat_mul, show ((2 : ℕ) : ℂ) * (-(Complex.I * w / 2) * t) =
      (-(w * t : ℂ)) * Complex.I by push_cast; ring, Complex.exp_mul_I, Complex.cos_neg,
      Complex.sin_neg]
    ring
  have hf : Complex.exp (Complex.I * w / 2 * t) ^ 2 =
      Complex.cos (w * t) + Complex.sin (w * t) * Complex.I := by
    rw [← Complex.exp_nat_mul, show ((2 : ℕ) : ℂ) * (Complex.I * w / 2 * t) =
      (w * t : ℂ) * Complex.I by push_cast; ring, Complex.exp_mul_I]
  rw [he, hf]
  ext i j
  fin_cases i <;> fin_cases j <;> simp [ham, spin] <;> ring

/-- The population of the instantaneous upper level is `(1 + w cos(2gt)/gap)/2`. -/
theorem upperPopulation_eq (w g t : ℝ) :
    upperPopulation w g t = (1 + w * Real.cos (2 * (g * t)) / gap w g) / 2 := by
  have hef : Complex.exp (-(Complex.I * w / 2) * t) * Complex.exp (Complex.I * w / 2 * t) = 1 := by
    rw [← Complex.exp_add, neg_mul, neg_add_cancel, Complex.exp_zero]
  have hcs := Complex.cos_sq_add_sin_sq ((g : ℂ) * t)
  have hstar : star (state w g t) =
      ![Complex.exp (Complex.I * w / 2 * t) * Complex.cos (g * t),
        Complex.I * (Complex.exp (-(Complex.I * w / 2) * t) * Complex.sin (g * t))] := by
    ext i
    fin_cases i <;> simp [state, ← Complex.exp_conj, ← Complex.cos_conj, ← Complex.sin_conj,
      neg_div]
  have dot : ∀ a b x y : ℂ, ![a, b] ⬝ᵥ ![x, y] = a * x + b * y := by
    intro a b x y
    simp [dotProduct, Fin.sum_univ_two]
  have form : ∀ a b p q r s x y : ℂ, ![a, b] ⬝ᵥ (!![p, q; r, s] *ᵥ ![x, y]) =
      a * (p * x + q * y) + b * (r * x + s * y) := by
    intro a b p q r s x y
    simp [Matrix.mulVec, dotProduct, Fin.sum_univ_two]
  -- normalisation and mean energy of the spinor
  have hnorm : star (state w g t) ⬝ᵥ state w g t = 1 := by
    rw [hstar, state, dot]
    linear_combination (Complex.cos (g * t) ^ 2 - Complex.I ^ 2 * Complex.sin (g * t) ^ 2) * hef
      - Complex.sin (g * t) ^ 2 * Complex.I_sq + hcs
  have henergy : star (state w g t) ⬝ᵥ (ham w g t *ᵥ state w g t) =
      (w : ℂ) / 2 * Complex.cos (2 * (g * t)) := by
    rw [hstar, ham_eq, state, form, Complex.cos_two_mul]
    linear_combination (w : ℂ) / 2 * (Complex.cos (g * t) ^ 2 +
      Complex.I ^ 2 * Complex.sin (g * t) ^ 2) * hef
      + (w : ℂ) / 2 * Complex.sin (g * t) ^ 2 * Complex.I_sq - (w : ℂ) / 2 * hcs
  have h : star (state w g t) ⬝ᵥ (upper w g t *ᵥ state w g t) =
      (((1 + w * Real.cos (2 * (g * t)) / gap w g) / 2 : ℝ) : ℂ) := by
    simp only [upper, Matrix.smul_mulVec, Matrix.add_mulVec, Matrix.one_mulVec, dotProduct_smul,
      dotProduct_add, hnorm, henergy, smul_eq_mul]
    push_cast
    ring
  rw [upperPopulation, h, Complex.ofReal_re]

end

end AdiabaticResonance
```

Compiling this gives:

```
Main.lean:61:87: error: unsolved goals
case «0»
w g t : ℝ
hef : Complex.exp (-(Complex.I * ↑w / 2) * ↑t) * Complex.exp (Complex.I * ↑w / 2 * ↑t) = 1
hcs : Complex.cos (↑g * ↑t) ^ 2 + Complex.sin (↑g * ↑t) ^ 2 = 1
⊢ Complex.exp (Complex.I * ↑w / (starRingEnd ℂ) 2 * ↑t) = Complex.exp (Complex.I * ↑w / 2 * ↑t) ∨
    Complex.cos (↑g * ↑t) = 0

case «1»
w g t : ℝ
hef : Complex.exp (-(Complex.I * ↑w / 2) * ↑t) * Complex.exp (Complex.I * ↑w / 2 * ↑t) = 1
hcs : Complex.cos (↑g * ↑t) ^ 2 + Complex.sin (↑g * ↑t) ^ 2 = 1
⊢ Complex.exp (-(Complex.I * ↑w / (starRingEnd ℂ) 2 * ↑t)) = Complex.exp (-(Complex.I * ↑w / 2 * ↑t)) ∨
    Complex.sin (↑g * ↑t) = 0
```

The error lies in `hstar`, the explicit form of the conjugate spinor, and the two unsolved goals are its two components. `simp` has carried the complex conjugation into the exponent, where it also falls on the denominator, and the term `(starRingEnd ℂ) 2`, the conjugate of 2, is left there unreduced. The two exponentials in each goal differ only in this term. Each goal is a disjunction because `simp` has cancelled a common factor, the cosine or the sine, and must allow for its being zero.

The repair proves the missing fact as `h2`: `Complex.conj_ofReal 2` says that the real number 2, taken as a complex number, is its own conjugate, and `exact_mod_cast` turns this into a statement about the complex numeral `2`. With `h2` added to the `simp` call, the conjugated denominator becomes 2, the two exponentials agree, and the first alternative of each disjunction holds.

The change, after which it compiles:

```diff
@@ -57,4 +57,5 @@
     rw [← Complex.exp_add, neg_mul, neg_add_cancel, Complex.exp_zero]
   have hcs := Complex.cos_sq_add_sin_sq ((g : ℂ) * t)
+  have h2 : (starRingEnd ℂ) 2 = 2 := by exact_mod_cast Complex.conj_ofReal 2
   have hstar : star (state w g t) =
       ![Complex.exp (Complex.I * w / 2 * t) * Complex.cos (g * t),
@@ -62,5 +63,5 @@
     ext i
     fin_cases i <;> simp [state, ← Complex.exp_conj, ← Complex.cos_conj, ← Complex.sin_conj,
-      neg_div]
+      neg_div, h2]
   have dot : ∀ a b x y : ℂ, ![a, b] ⬝ᵥ ![x, y] = a * x + b * y := by
     intro a b x y
```
